# Integrating a real polynomial field in the plane along one coordinate and differentiating along the same coordinate returns the field

The lemma concerns scalar fields in the plane that are real polynomials in the coordinates x and y. Such a field is integrated formally in one coordinate, monomial by monomial and without an integration constant: the exponent of that coordinate rises by one, and the coefficient is divided by the new exponent. The lemma states that the partial derivative of the result in the same coordinate is the original field. The attempt proves this by induction, first for a single monomial and then for sums. In the monomial case, an auxiliary identity `hc` is to show that the factor brought down by differentiation cancels the divisor introduced by integration.

This version doesn't compile in Lean 4 with Mathlib:

```lean
import Mathlib

open MvPolynomial

namespace PartialAntideriv

noncomputable section

/-- Real polynomial fields in the plane; `X 0` is the coordinate x and `X 1` is y. -/
abbrev Field2 := MvPolynomial (Fin 2) ℝ

local notation "∂x" => MvPolynomial.pderiv (R := ℝ) (0 : Fin 2)
local notation "∂y" => MvPolynomial.pderiv (R := ℝ) (1 : Fin 2)

/-- Formal integration in the coordinate `i`, monomial by monomial, without integration constant. -/
def antideriv (i : Fin 2) : Field2 →ₗ[ℝ] Field2 :=
  (basisMonomials (Fin 2) ℝ).constr ℝ fun s =>
    monomial (s + Finsupp.single i 1) (1 / ((s i : ℝ) + 1))

/-- Integrating a monomial raises its exponent by one and divides by the new exponent. -/
theorem antideriv_monomial (i : Fin 2) (s : Fin 2 →₀ ℕ) (a : ℝ) :
    antideriv i (monomial s a) = monomial (s + Finsupp.single i 1) (a / ((s i : ℝ) + 1)) := by
  have h : (monomial s a : Field2) = a • basisMonomials (Fin 2) ℝ s := by
    simp [coe_basisMonomials, smul_monomial]
  rw [h, map_smul, antideriv, Module.Basis.constr_basis, smul_monomial, smul_eq_mul, mul_one_div]

/-- Differentiating the integral in the same coordinate returns the field. -/
theorem partial_antideriv (i : Fin 2) (f : Field2) : pderiv i (antideriv i f) = f := by
  refine MvPolynomial.induction_on' f (fun s a => ?_) (fun f g hf hg => ?_)
  · have hc : a / ((s i : ℝ) + 1) * (((s + Finsupp.single i 1) i : ℕ) : ℝ) = a := by
      have hs : (s i : ℝ) + 1 ≠ 0 := by positivity
      rw [Finsupp.add_apply, Finsupp.single_eq_same]
      push_cast
      field_simp
    rw [antideriv_monomial, pderiv_monomial, add_tsub_cancel_right, hc]
  · simp only [map_add, hf, hg]

end

end PartialAntideriv
```

Messages:

```
Main.lean:30:38: error: Function expected at
  s + fun₀ | i => 1
but this term has type
  ?m.50

Note: Expected a function because this term is being applied to the argument
  i
```

This version goes through:

```diff
@@ -28,5 +28,6 @@
 theorem partial_antideriv (i : Fin 2) (f : Field2) : pderiv i (antideriv i f) = f := by
   refine MvPolynomial.induction_on' f (fun s a => ?_) (fun f g hf hg => ?_)
-  · have hc : a / ((s i : ℝ) + 1) * (((s + Finsupp.single i 1) i : ℕ) : ℝ) = a := by
+  · have hc : a / ((s i : ℝ) + 1) *
+        (((s + Finsupp.single i 1 : Fin 2 →₀ ℕ) i : ℕ) : ℝ) = a := by
       have hs : (s i : ℝ) + 1 ≠ 0 := by positivity
       rw [Finsupp.add_apply, Finsupp.single_eq_same]
```

Cause. The error lies in the statement of `hc`, before any of its proof steps matter. The expression `(s + Finsupp.single i 1) i` is meant to read off the exponent of coordinate `i` from the sum of two finitely supported functions. When Lean comes to apply the sum to `i`, however, the type of the sum is still undetermined, shown as `?m.50` in the message. Lean therefore cannot tell that the sum can be used as a function, and reports "Function expected". The existing annotation `: ℕ` does not help, since it describes the value after the application, not the sum itself.

The repair writes `(s + Finsupp.single i 1 : Fin 2 →₀ ℕ) i`. This fixes the type of the sum first, so Lean can treat it as a function and apply it to `i`. The mathematical content of `hc` and its proof are unchanged; the added line break is mere tidying.
